# The commutator of A = ∑ i x_j y_j with the Majorana operator y_k is 2i x_k

On each of finitely many sites j there are two Majorana operators, x_j and y_j, each of which squares to one, and any two different ones anticommute. They are elements of a ring that is an algebra over the complex numbers, and no Hilbert space or adjoint is assumed. The failing theorem, `IsMajorana.lie_y`, says that the quadratic operator A = ∑ i x_j y_j satisfies [A, y_k] = 2i x_k. The attempt notes that exchanging the two species changes the sign of A, and then means to take the minus sign out of the commutator and apply the lemma already proved for [A, x_k], with the species exchanged.

In Lean, a first try:

```lean
import Mathlib

namespace LieY

variable {ι R : Type*} [Ring R]

/-- Two Majorana operators `x j`, `y j` on every site `j`: each squares to one,
and any two different ones anticommute. -/
structure IsMajorana (x y : ι → R) : Prop where
  x_sq : ∀ j, x j * x j = 1
  y_sq : ∀ j, y j * y j = 1
  x_anti : ∀ j k, j ≠ k → x j * x k = -(x k * x j)
  y_anti : ∀ j k, j ≠ k → y j * y k = -(y k * y j)
  xy_anti : ∀ j k, x j * y k = -(y k * x j)

/-- Exchanging the two Majorana species gives a Majorana family again. -/
theorem IsMajorana.swap {x y : ι → R} (h : IsMajorana x y) : IsMajorana y x :=
  ⟨h.y_sq, h.x_sq, h.y_anti, h.x_anti, fun j k => by rw [h.xy_anti k j, neg_neg]⟩

variable [Fintype ι] [Algebra ℂ R]

/-- The quadratic operator `∑ i u_j v_j` that couples `u j` to `v j` on every site. -/
noncomputable def pairing (u v : ι → R) : R := ∑ j, Complex.I • (u j * v j)

/-- For a Majorana family, the commutator with `A = ∑ i x_j y_j` turns `x k` into `-2i y k`. -/
theorem IsMajorana.lie_x {x y : ι → R} (h : IsMajorana x y) (k : ι) :
    ⁅pairing x y, x k⁆ = (-2 * Complex.I) • y k := by
  rw [Ring.lie_def, pairing, Finset.sum_mul, Finset.mul_sum, ← Finset.sum_sub_distrib,
    Finset.sum_eq_single k]
  · -- the site k itself
    have P := h.xy_anti k k
    have S := h.x_sq k
    have e1 : x k * y k * x k = -y k := by
      rw [P, neg_mul, mul_assoc, S, mul_one]
    have e2 : x k * (x k * y k) = y k := by
      rw [← mul_assoc, S, one_mul]
    rw [smul_mul_assoc, mul_smul_comm, e1, e2]
    module
  · -- a pair on another site commutes with x k
    intro j _ hjk
    have e : x j * y j * x k = x k * (x j * y j) := by
      rw [mul_assoc, h.swap.xy_anti j k, mul_neg, ← mul_assoc, h.x_anti j k hjk,
        neg_mul, neg_neg, mul_assoc]
    rw [smul_mul_assoc, mul_smul_comm, e, sub_self]
  · intro hk
    exact absurd (Finset.mem_univ k) hk

/-- For a Majorana family, the commutator with `A = ∑ i x_j y_j` turns `y k` into `2i x k`. -/
theorem IsMajorana.lie_y {x y : ι → R} (h : IsMajorana x y) (k : ι) :
    ⁅pairing x y, y k⁆ = (2 * Complex.I) • x k := by
  have e : pairing x y = -pairing y x := by
    unfold pairing
    rw [← Finset.sum_neg_distrib]
    exact Finset.sum_congr rfl fun j _ => by rw [h.xy_anti j j, smul_neg]
  rw [e, neg_lie, h.swap.lie_x]
  module

end LieY
```

Compiling this gives:

```
Main.lean:55:9: error: Tactic `rewrite` failed: Did not find an occurrence of the pattern
  ⁅-?x, ?m⁆
in the target expression
  ⁅-pairing y x, y k⁆ = (2 * Complex.I) • x k

ι : Type u_1
R : Type u_2
inst✝² : Ring R
inst✝¹ : Fintype ι
inst✝ : Algebra ℂ R
x y : ι → R
h : IsMajorana x y
k : ι
e : pairing x y = -pairing y x
⊢ ⁅-pairing y x, y k⁆ = (2 * Complex.I) • x k
```

Diagnosis. The message says that `neg_lie` found no bracket with a negated left entry, though the goal shows just that: `⁅-pairing y x, y k⁆`. The mismatch is therefore in what is not printed, namely which bracket is meant. The one in the goal is the ring commutator, which `Ring.lie_def` unfolds. `neg_lie` is stated for the bracket of a Lie ring acting on a module, and the rewrite did not match the two.

The repair does without `neg_lie`. It takes the exchanged lemma at site `k` as `q`, and unfolds the commutator with `Ring.lie_def` both in `q` and in the goal. The minus sign now stands inside ordinary products, where `neg_mul` and `mul_neg` can move it out. The left side of the goal is then the negative of the left side of `q`, and the right sides are related in the same way. So `linear_combination` closes the goal with `q` multiplied by -1, leaving `module` to check the remaining linear identity.

The mended proof, as a diff:

```diff
@@ -53,6 +53,8 @@
     rw [← Finset.sum_neg_distrib]
     exact Finset.sum_congr rfl fun j _ => by rw [h.xy_anti j j, smul_neg]
-  rw [e, neg_lie, h.swap.lie_x]
-  module
+  have q := h.swap.lie_x k
+  rw [Ring.lie_def] at q
+  rw [e, Ring.lie_def, neg_mul, mul_neg]
+  linear_combination (norm := module) (-1 : ℂ) • q
 
 end LieY
```
